# Semiclassical level spacings over ħ tend to multiples of the classical frequency

## From a level spacing to an orbital frequency

To estimate the frequency of a classical vibration from a semiclassical spectrum, subtract two neighbouring energies and divide by $\hbar$. The same step run backwards estimates a level spacing from the frequency of a trajectory. For one degree of freedom, and for levels obtained by putting quantised actions into a continuously differentiable classical Hamiltonian, this step becomes exact in the limit $\hbar\to0$ at fixed action.

Write $h$ for $\hbar$, and let $H(x)$ be the classical energy as a function of the action $x=\frac{1}{2\pi}\oint p\,dq$, where $q$ is the position, $p$ the momentum and the integral runs over one period. Hamilton's equation for the conjugate angle gives the angular frequency $H'(x)$. The semiclassical levels are

$$E(n,h)=H\big(h(n+\mu)\big),$$

where $n$ is an integer and $\mu$ is a constant shift that stands for the phase collected at the turning points. A smooth well with two turning points has $\mu=1/2$.

## The limit and its hypotheses

Take $h_j>0$ with $h_j\to0$, and integers $n_j$ with $h_jn_j\to I$. For every fixed integer $k$,

$$\frac{E(n_j+k,h_j)-E(n_j,h_j)}{h_j}\longrightarrow k\,H'(I).$$

For $\mu=1/2$ this is `correspondence_principle`; the local theorem described below covers every real $\mu$. In the file, `levelEnergy H μ h n` is $E(n,h)$, `ContDiff ℝ 1 H` says that $H$ is continuously differentiable on the whole line, `deriv H I` is $H'(I)$, and `Tendsto … atTop (𝓝 …)` is convergence as $j\to\infty$. Both $n_j$ and $k$ have type `ℤ`, so downward transitions are included. Negative quantum numbers are also allowed, although a physical well uses only $n\ge0$.

The levels are defined by the quantisation rule; they are not derived as eigenvalues of a Schrödinger operator, and $H$ itself does not depend on $h$. The result concerns frequencies alone: the strength of each transition depends on matrix elements, which do not appear in this model.

## Derivation from two nearby actions

Set $y_j=h_j(n_j+\mu)$ and $x_j=h_j(n_j+k+\mu)$. Then

$$x_j=h_jn_j+h_j(k+\mu)\to I+0=I,$$

and likewise $y_j\to I$. Their difference is exactly $x_j-y_j=h_jk$.

For $k=0$ both sides of the claim vanish. For $k\ne0$ the two actions are distinct, and the mean value theorem gives a point $\xi_j$ between them with

$$\frac{H(x_j)-H(y_j)}{x_j-y_j}=H'(\xi_j).$$

Since $\xi_j\to I$ and $H'$ is continuous, the right side tends to $H'(I)$. Multiplying by $k$ turns the denominator $h_jk$ into $h_j$, which is the claim.

Continuity of $H'$ is used only to control slopes between two moving points. The local theorem `transition_frequency_tendsto` therefore assumes just that control, called strict differentiability at $I$ with derivative $\omega$:

$$H(x)-H(y)=\omega(x-y)+o(x-y)\quad\text{as }(x,y)\to(I,I).$$

It holds for any real $\mu$.

## Overtones, attainable actions and an exact correction

If $\omega\neq0$, dividing the $k$-step limit by the one-step limit gives $k\omega/\omega=k$. For $k\ge2$ the transition frequencies approach overtones of the classical motion; $k=1$ gives the fundamental.

Every real $I$ can be reached. With $n_j=\lfloor I/h_j\rfloor$, the inequalities $I/h_j-1<n_j\le I/h_j$ give $I-h_j<h_jn_j\le I$, so $h_jn_j\to I$.

For $H(x)=\omega x+\chi x^2/2$, with constants $\omega$ and $\chi$, put $y=h(n+\mu)$. Then

$$\frac{H(y+hk)-H(y)}{h}=\frac{\omega hk+\chi(2yhk+h^2k^2)/2}{h}=k(\omega+\chi y)+\frac{\chi hk^2}{2}.$$

The first term is $k$ times the classical frequency at the initial action. The second is what the first term misses at finite $h$ in this quadratic model of an anharmonic vibration.

## A differentiable Hamiltonian that breaks the limit

Differentiability without continuity of $H'$ is too weak. Let $H(x)=x^2\sin(\pi/x)$ for $x\ne0$ and $H(0)=0$. This function is differentiable everywhere, with $H'(0)=0$. Take $\mu=1/2$, $k=1$, $n_j=j$ and

$$h_j=\frac{1}{(j+\frac12)(j+\frac32)}.$$

Then $h_j\to0$ and $h_jn_j\to0$, so $I=0$. The two actions are $1/(j+\frac32)$ and $1/(j+\frac12)$, where the sine equals $(-1)^{j+1}$ and $(-1)^j$. The gap divided by $h_j$ is

$$(-1)^j\left[\frac{j+\frac32}{j+\frac12}+\frac{j+\frac12}{j+\frac32}\right],$$

which for large $j$ alternates between values near $2$ and $-2$ instead of tending to $0$. This $H$ is a mathematical example, not the energy of a physical well: its derivative changes sign infinitely often near $0$, whereas the frequency of motion in a well is positive.

## The Lean file

```lean
import Mathlib

open Filter Topology Asymptotics

namespace SemiclassicalCorrespondence

noncomputable section

/-- The semiclassical energy of level `n`: the classical Hamiltonian `H`, a function of the
action, evaluated at the quantised action `h (n + μ)`. -/
def levelEnergy (H : ℝ → ℝ) (μ h : ℝ) (n : ℤ) : ℝ := H (h * ((n : ℝ) + μ))

/-- If `h` tends to zero and `h n` tends to the action `I`, the quantised action of the level
`k` steps away from `n` also tends to `I`. -/
theorem quantised_action_tendsto {h : ℕ → ℝ} {n : ℕ → ℤ} {I : ℝ}
    (hh : Tendsto h atTop (𝓝 0)) (hn : Tendsto (fun j => h j * (n j : ℝ)) atTop (𝓝 I))
    (k : ℤ) (μ : ℝ) :
    Tendsto (fun j => h j * (((n j + k : ℤ) : ℝ) + μ)) atTop (𝓝 I) := by
  have h1 := hn.add (hh.mul_const ((k : ℝ) + μ))
  rw [zero_mul, add_zero] at h1
  refine h1.congr fun j => ?_
  push_cast
  ring

/-- If `H` is strictly differentiable at `I`, its slopes between two distinct actions that both
tend to `I` converge to the derivative. -/
theorem secant_slope_tendsto {H : ℝ → ℝ} {ω I : ℝ} (hH : HasStrictDerivAt H ω I)
    {x y : ℕ → ℝ} (hx : Tendsto x atTop (𝓝 I)) (hy : Tendsto y atTop (𝓝 I))
    (hne : ∀ j, x j ≠ y j) :
    Tendsto (fun j => (H (x j) - H (y j)) / (x j - y j)) atTop (𝓝 ω) := by
  -- the linear approximation is uniform in both endpoints
  have ho : (fun j => H (x j) - H (y j) - (x j - y j) * ω) =o[atTop]
      (fun j => x j - y j) :=
    (hH.hasStrictFDerivAt.isLittleO.comp_tendsto (hx.prodMk_nhds hy)).congr_left
      fun j => by simp [sub_mul]
  have h1 := ho.tendsto_div_nhds_zero.add_const ω
  rw [zero_add] at h1
  refine h1.congr fun j => ?_
  have hd : x j - y j ≠ 0 := sub_ne_zero.2 (hne j)
  show (H (x j) - H (y j) - (x j - y j) * ω) / (x j - y j) + ω
    = (H (x j) - H (y j)) / (x j - y j)
  rw [sub_div, mul_div_cancel_left₀ _ hd, sub_add_cancel]

/-- Local form of the correspondence principle: if `H` is strictly differentiable at the limiting
action with derivative `ω`, the energy gap over `k` levels divided by `h` tends to `k ω`. -/
theorem transition_frequency_tendsto {H : ℝ → ℝ} {ω I : ℝ} (hH : HasStrictDerivAt H ω I)
    {h : ℕ → ℝ} {n : ℕ → ℤ} (hpos : ∀ j, 0 < h j) (hh : Tendsto h atTop (𝓝 0))
    (hn : Tendsto (fun j => h j * (n j : ℝ)) atTop (𝓝 I)) (μ : ℝ) (k : ℤ) :
    Tendsto (fun j => (levelEnergy H μ (h j) (n j + k) - levelEnergy H μ (h j) (n j)) / h j)
      atTop (𝓝 ((k : ℝ) * ω)) := by
  by_cases hk : k = 0
  · subst hk
    simp
  have hk' : (k : ℝ) ≠ 0 := Int.cast_ne_zero.2 hk
  -- the two quantised actions differ by exactly `h k`
  have e : ∀ j, h j * (((n j + k : ℤ) : ℝ) + μ) - h j * ((n j : ℝ) + μ) = h j * (k : ℝ) := by
    intro j
    push_cast
    ring
  have hy : Tendsto (fun j => h j * ((n j : ℝ) + μ)) atTop (𝓝 I) := by
    simpa using quantised_action_tendsto hh hn 0 μ
  have hs := (secant_slope_tendsto hH (quantised_action_tendsto hh hn k μ) hy
    (fun j => sub_ne_zero.1 (by
      rw [e j]
      exact mul_ne_zero (hpos j).ne' hk'))).const_mul (k : ℝ)
  refine hs.congr fun j => ?_
  show (k : ℝ) * ((levelEnergy H μ (h j) (n j + k) - levelEnergy H μ (h j) (n j)) /
      (h j * (((n j + k : ℤ) : ℝ) + μ) - h j * ((n j : ℝ) + μ)))
    = (levelEnergy H μ (h j) (n j + k) - levelEnergy H μ (h j) (n j)) / h j
  rw [e j, mul_div_assoc', mul_comm (h j) (k : ℝ), mul_div_mul_left _ _ hk']

/-- Correspondence principle: for a continuously differentiable Hamiltonian and half-integer
quantisation, the energy gap over `k` levels divided by `h` tends to `k H'(I)` as `h` tends to
zero and `h n` tends to `I`. -/
theorem correspondence_principle {H : ℝ → ℝ} (hH : ContDiff ℝ 1 H) {I : ℝ}
    {h : ℕ → ℝ} {n : ℕ → ℤ} (hpos : ∀ j, 0 < h j) (hh : Tendsto h atTop (𝓝 0))
    (hn : Tendsto (fun j => h j * (n j : ℝ)) atTop (𝓝 I)) (k : ℤ) :
    Tendsto (fun j =>
        (levelEnergy H (1 / 2) (h j) (n j + k) - levelEnergy H (1 / 2) (h j) (n j)) / h j)
      atTop (𝓝 ((k : ℝ) * deriv H I)) :=
  transition_frequency_tendsto (hH.contDiffAt.hasStrictDerivAt (by norm_num)) hpos hh hn _ k

/-- If `H` is strictly differentiable at the limiting action with nonzero derivative, then, as `h`
tends to zero through positive values, the ratio of the energy gap over `k` levels to the gap over
one level tends to the integer `k`. -/
theorem overtone_ratio_tendsto {H : ℝ → ℝ} {ω I : ℝ} (hH : HasStrictDerivAt H ω I)
    (hω : ω ≠ 0) {h : ℕ → ℝ} {n : ℕ → ℤ} (hpos : ∀ j, 0 < h j)
    (hh : Tendsto h atTop (𝓝 0))
    (hn : Tendsto (fun j => h j * (n j : ℝ)) atTop (𝓝 I)) (μ : ℝ) (k : ℤ) :
    Tendsto (fun j => (levelEnergy H μ (h j) (n j + k) - levelEnergy H μ (h j) (n j)) /
        (levelEnergy H μ (h j) (n j + 1) - levelEnergy H μ (h j) (n j)))
      atTop (𝓝 (k : ℝ)) := by
  have hne : ((1 : ℤ) : ℝ) * ω ≠ 0 := by
    rw [Int.cast_one, one_mul]
    exact hω
  have h1 := (transition_frequency_tendsto hH hpos hh hn μ k).div
    (transition_frequency_tendsto hH hpos hh hn μ 1) hne
  have e : (k : ℝ) * ω / (((1 : ℤ) : ℝ) * ω) = k := by
    rw [Int.cast_one, one_mul, mul_div_cancel_right₀ _ hω]
  rw [e] at h1
  -- the common factor `1 / h` cancels in the ratio
  exact h1.congr fun j => div_div_div_cancel_right₀ (hpos j).ne' _ _

/-- For every real action `I`, the quantum numbers `⌊I / h⌋` satisfy `h ⌊I / h⌋ → I` as the
positive parameter `h` tends to zero. -/
theorem floor_action_tendsto (I : ℝ) {h : ℕ → ℝ} (hpos : ∀ j, 0 < h j)
    (hh : Tendsto h atTop (𝓝 0)) :
    Tendsto (fun j => h j * ((⌊I / h j⌋ : ℤ) : ℝ)) atTop (𝓝 I) := by
  have hl : Tendsto (fun j => I - h j) atTop (𝓝 I) := by
    simpa using hh.const_sub I
  refine tendsto_of_tendsto_of_tendsto_of_le_of_le hl tendsto_const_nhds ?_ ?_
  · intro j
    show I - h j ≤ h j * ((⌊I / h j⌋ : ℤ) : ℝ)
    have h1 := (div_lt_iff₀ (hpos j)).1 (Int.lt_floor_add_one (I / h j))
    linarith
  · intro j
    show h j * ((⌊I / h j⌋ : ℤ) : ℝ) ≤ I
    have h1 := (le_div_iff₀ (hpos j)).1 (Int.floor_le (I / h j))
    linarith

/-- For a continuously differentiable Hamiltonian and half-integer quantisation, at every real
action `I`, the energy gap over `k` levels from the level `⌊I / h⌋`, divided by `h`, tends to `k
H'(I)` as `h` tends to zero. -/
theorem correspondence_at_every_action {H : ℝ → ℝ} (hH : ContDiff ℝ 1 H) (I : ℝ)
    {h : ℕ → ℝ} (hpos : ∀ j, 0 < h j) (hh : Tendsto h atTop (𝓝 0)) (k : ℤ) :
    Tendsto (fun j => (levelEnergy H (1 / 2) (h j) (⌊I / h j⌋ + k) -
        levelEnergy H (1 / 2) (h j) ⌊I / h j⌋) / h j)
      atTop (𝓝 ((k : ℝ) * deriv H I)) :=
  correspondence_principle hH hpos hh (floor_action_tendsto I hpos hh) k

/-- For the Hamiltonian `ω x + χ x² / 2` in the action `x`, the energy gap over `k` levels divided
by `h` equals `k (ω + χ x)` at the initial quantised action plus the correction `χ h k² / 2`. -/
theorem quadratic_transition_frequency (ω χ μ : ℝ) {h : ℝ} (hh : h ≠ 0) (n k : ℤ) :
    (levelEnergy (fun x => ω * x + χ * x ^ 2 / 2) μ h (n + k) -
        levelEnergy (fun x => ω * x + χ * x ^ 2 / 2) μ h n) / h
      = (k : ℝ) * (ω + χ * (h * ((n : ℝ) + μ))) + χ * h * (k : ℝ) ^ 2 / 2 := by
  rw [div_eq_iff hh]
  simp only [levelEnergy]
  push_cast
  ring

end

end SemiclassicalCorrespondence
```

```lean
#print axioms SemiclassicalCorrespondence.overtone_ratio_tendsto
#print axioms SemiclassicalCorrespondence.correspondence_at_every_action
#print axioms SemiclassicalCorrespondence.quadratic_transition_frequency
```

```
'SemiclassicalCorrespondence.overtone_ratio_tendsto' depends on axioms: [propext, Classical.choice, Quot.sound]
'SemiclassicalCorrespondence.correspondence_at_every_action' depends on axioms: [propext, Classical.choice, Quot.sound]
'SemiclassicalCorrespondence.quadratic_transition_frequency' depends on axioms: [propext, Classical.choice, Quot.sound]
```

## How the proof follows the derivation

`quantised_action_tendsto` adds the limits of $h_jn_j$ and $h_j(k+\mu)$, then uses `ring` to recognise the sum as $x_j$.

`secant_slope_tendsto` takes the place of the mean value theorem. It inserts the pair $(x_j,y_j)$ into the little-o estimate of strict differentiability, divides by $x_j-y_j$ and adds $\omega$ back. The hypothesis `hne`, that the two points differ, allows the cancellation.

`transition_frequency_tendsto` treats $k=0$ separately. For the other $k$, the equation `e` records $x_j-y_j=h_jk$; positivity of $h_j$ makes this nonzero, and `const_mul` multiplies the slope limit by $k$. The main theorem then needs only `hasStrictDerivAt`, which obtains strict differentiability from continuous differentiability.

`overtone_ratio_tendsto` divides two instances of the local theorem and cancels the common $1/h_j$. `floor_action_tendsto` squeezes $h_jn_j$ between $I-h_j$ and $I$, and `correspondence_at_every_action` feeds that sequence into the main theorem. `quadratic_transition_frequency` clears the denominator and leaves a polynomial identity to `ring`; it involves no limit and requires only $h\neq0$.
